# For branching number $d\ge 2$, the positive fixed point of the Bethe hard-core recursion is linearly unstable exactly when $a>d^d/(d-1)^{d+1}$

## Hard-core particles on a tree

Let $d$ be the branching number of a Bethe lattice, so that every site has $d+1$ neighbours. Each site is empty or holds one particle, and two neighbouring sites are never both occupied. An allowed configuration with $N$ particles has weight $a^N$, where $a>0$ is the activity. If a particle has no internal partition function and no site energy, then $a=e^{\mu/k_BT}$, with $\mu$ the chemical potential, $k_B$ Boltzmann's constant and $T$ the temperature.

A branch consists of a root site and $d$ sub-branches hanging from it. Let $W_1$ be the total weight of the configurations of a branch with its root occupied, and $W_0$ the weight with its root empty. The cavity ratio is $R=W_1/W_0$.

Write $W_1'$ and $W_0'$ for the same weights of one sub-branch, with all sub-branches alike. An occupied root forces the sub-branch roots to be empty, while an empty root leaves them free:

$$W_1=a\,(W_0')^d,\qquad W_0=(W_0'+W_1')^d .$$

Dividing, with $R'=W_1'/W_0'$, gives $R=F(R')$, where

$$F(R)=\frac{a}{(1+R)^d}.$$

A fixed point $R=F(R)$ describes a state in which every layer of the tree looks the same. If $|F'(R)|>1$ there, a small uniform change of the ratio in one layer grows, to linear order, as it is passed from layer to layer, with alternating sign because $F$ is decreasing.

The model is an idealisation of adsorbates or interstitial atoms that block their neighbouring sites: the repulsion is infinite, its range is one bond, and the lattice has no loops.

## Existence, uniqueness and the threshold in activity

For $d\ge2$ and $a>0$, the claim is that $F$ has exactly one positive fixed point $R$, and that

$$|F'(R)|>1\quad\Longleftrightarrow\quad a>a_c,\qquad a_c=\frac{d^d}{(d-1)^{d+1}} .$$

**One fixed point.** For $R>0$ the factor $(1+R)^d$ is positive, so $F(R)=R$ is equivalent to

$$g(R)=a,\qquad g(R)=R(1+R)^d .$$

The function $g$ is continuous, with $g(0)=0$ and $g(a)=a(1+a)^d\ge a$. By the intermediate value theorem it takes the value $a$ somewhere in $[0,a]$, and not at $0$, since $a>0$. If $0<R<S$, then

$$R(1+R)^d<S(1+R)^d\le S(1+S)^d,$$

so $g$ is strictly increasing and the solution is unique.

**The slope.** Differentiating $F$ gives

$$F'(R)=-\frac{d\,a}{(1+R)^{d+1}} .$$

At the fixed point $a=R(1+R)^d$, hence

$$\frac{a}{(1+R)^{d+1}}=\frac{R}{1+R},\qquad F'(R)=-\frac{dR}{1+R}.$$

**The threshold.** The condition $|F'(R)|>1$ reads $dR>1+R$, that is $(d-1)R>1$. Since $d\ge2$, this means $R>1/(d-1)$. As $g$ is strictly increasing, it is equivalent to

$$a=g(R)>g\!\left(\frac1{d-1}\right)=\frac1{d-1}\left(\frac{d}{d-1}\right)^d=\frac{d^d}{(d-1)^{d+1}}=a_c .$$

At $a=a_c$ the fixed point is $R=1/(d-1)$, and its slope is exactly $-1$.

## The same condition as a density

A site of the full lattice joins $d+1$ branches. Its occupied-to-empty weight ratio is therefore $a/(1+R)^{d+1}$, which equals $R/(1+R)$ at the fixed point. Its occupation probability is

$$\rho=\frac{R/(1+R)}{1+R/(1+R)}=\frac{R}{1+2R}.$$

The inequality $\rho>1/(d+1)$ is $(d+1)R>1+2R$, which is again $(d-1)R>1$. The slope thus exceeds one in absolute value exactly when the density exceeds $1/(d+1)$.

For the linear chain, $d=1$, the slope is $-R/(1+R)$, which is below one in absolute value at every positive fixed point.

## Numbers for three neighbours per site

Take $d=2$. Then $a_c=2^2/1^3=4$, with $R=1$, slope $-1$ and density $1/3$.

| $a$ | $R$ | $F'(R)$ | $\rho$ |
|---|---|---|---|
| $9/8$ | $1/2$ | $-2/3$ | $1/4$ |
| $4$ | $1$ | $-1$ | $1/3$ |
| $18$ | $2$ | $-4/3$ | $2/5$ |

Each row can be checked from $R(1+R)^2=a$; the last one is $2\cdot 9=18$.

At $a=18$, starting from $R=2.1$, the recursion gives about $1.873$ and then $2.181$, so the distance from the fixed point grows. A pair $R\ne S$ with $F(R)=S$ and $F(S)=R$ must satisfy $RS=1$, and then $R^2-16R+1=0$. The two values are $8\pm3\sqrt7$, about $15.94$ and $0.063$: nearly full and nearly empty layers alternate. This two-cycle is a calculation by hand that the Lean theorems do not include.

## Iterating the recursion in a program

A program that solves the cavity equation by repeated substitution, $R\leftarrow F(R)$, meets the threshold directly. Below $a_c$ the iteration converges from starting values close enough to the fixed point. Above $a_c$ it is repelled from the fixed point, although the equation still has its one positive solution.

Two remedies find that solution. Bisection of $g(R)=a$ on $[0,a]$ works at every $a>0$. Alternatively, one can mix old and new values,

$$R\leftarrow(1-\lambda)R+\lambda F(R),$$

with $0<\lambda\le 2/(d+1)$. The mixed map has slope $1-\lambda(1+|F'(R)|)$ at the fixed point, and $|F'(R)|<d$ keeps this strictly between $-1$ and $1$, so the iteration converges locally. Mixing changes the algorithm and leaves the physical response from layer to layer as it was. A converged, damped result above $a_c$ is therefore still a uniform solution that the undamped recursion leaves.

## How the Lean statement expresses the physics

`cavityMap d a R` is $F(R)$, with `d` a natural number and `a`, `R` real. `criticalActivity d` is $a_c$, and `siteDensity d a R` is the occupation probability of a site with $d+1$ branches, written before the fixed-point equation is used. These definitions take the recursion as the starting point: the tree, its configurations and their weights do not occur in the file, and the derivation of $F$ from them is the argument given above.

The main theorem, `unique_fixed_and_instability`, assumes `2 ≤ d` and `0 < a`. It says that there is a real $R$ with three properties: it is a positive fixed point, every positive fixed point $S$ equals it, and `1 < |deriv (cavityMap d a) R|` holds if and only if `criticalActivity d < a`. Stating uniqueness as a separate clause lets the last clause speak about the same $R$. The subtraction in $d-1$ is between real numbers, and `2 ≤ d` makes the denominator of the threshold positive.

The theorem concerns the slope of a one-variable map. It does not treat the number of Gibbs states on the infinite tree, convergence from arbitrary starting values, or lattices with loops. Perturbations that differ between sub-branches of the same site are also absent, because all $d$ sub-branches share one ratio.

## The complete file

```lean
import Mathlib

open Set

namespace BetheHardCoreGas

noncomputable section

/-- The hard-core cavity recursion: the ratio of occupied to empty weight at the root of a
branch, when each of its `d` sub-branches has ratio `R` and the activity is `a`. -/
def cavityMap (d : ℕ) (a R : ℝ) : ℝ := a / (1 + R) ^ d

/-- The expression `d^d / (d-1)^(d+1)`, used as the threshold activity for branching numbers `d ≥
2`. -/
def criticalActivity (d : ℕ) : ℝ := (d : ℝ) ^ d / ((d : ℝ) - 1) ^ (d + 1)

/-- The occupation probability of a site joined to `d + 1` branches, each with cavity
ratio `R`. -/
def siteDensity (d : ℕ) (a R : ℝ) : ℝ :=
  (a / (1 + R) ^ (d + 1)) / (1 + a / (1 + R) ^ (d + 1))

/-- A positive ratio `R` is a fixed point of the cavity recursion exactly when the activity
equals `R (1 + R)^d`. -/
theorem fixed_iff_activity {d : ℕ} {a R : ℝ} (hR : 0 < R) :
    cavityMap d a R = R ↔ R * (1 + R) ^ d = a := by
  have hne : (1 + R) ^ d ≠ 0 := by positivity
  unfold cavityMap
  rw [div_eq_iff hne]
  exact eq_comm

/-- The activity `R (1 + R)^d` belonging to a positive cavity ratio `R` increases strictly
with `R`. -/
theorem activity_lt_iff (d : ℕ) {R S : ℝ} (hR : 0 < R) (hS : 0 < S) :
    R * (1 + R) ^ d < S * (1 + S) ^ d ↔ R < S := by
  have mono : ∀ x y : ℝ, 0 < x → x < y → x * (1 + x) ^ d < y * (1 + y) ^ d := by
    intro x y hx hxy
    have hp : 0 < (1 + x) ^ d := by positivity
    have hle : (1 + x) ^ d ≤ (1 + y) ^ d :=
      pow_le_pow_left₀ (by linarith) (by linarith) d
    calc x * (1 + x) ^ d < y * (1 + x) ^ d := mul_lt_mul_of_pos_right hxy hp
      _ ≤ y * (1 + y) ^ d := mul_le_mul_of_nonneg_left hle (by linarith)
  constructor
  · intro h
    rcases lt_trichotomy R S with h1 | h1 | h1
    · exact h1
    · rw [h1] at h
      exact absurd h (lt_irrefl _)
    · exact absurd h (lt_asymm (mono S R hS h1))
  · exact mono R S hR

/-- At every positive activity the cavity recursion has exactly one positive fixed point. -/
theorem existsUnique_fixed (d : ℕ) {a : ℝ} (ha : 0 < a) :
    ∃! R : ℝ, 0 < R ∧ cavityMap d a R = R := by
  have hc : Continuous (fun x : ℝ => x * (1 + x) ^ d) := by fun_prop
  have h1 : 1 ≤ (1 + a) ^ d := one_le_pow₀ (by linarith)
  have hmem : a ∈ Icc ((fun x : ℝ => x * (1 + x) ^ d) 0)
      ((fun x : ℝ => x * (1 + x) ^ d) a) := by
    constructor
    · simpa using ha.le
    · change a ≤ a * (1 + a) ^ d
      nlinarith
  -- the activity runs continuously from 0 to at least a on the interval [0, a]
  obtain ⟨R, hR, hRa⟩ := intermediate_value_Icc ha.le hc.continuousOn hmem
  change R * (1 + R) ^ d = a at hRa
  have hpos : 0 < R := by
    rcases hR.1.lt_or_eq with h | h
    · exact h
    · rw [← h, zero_mul] at hRa
      exact absurd hRa ha.ne
  refine ⟨R, ⟨hpos, (fixed_iff_activity hpos).2 hRa⟩, ?_⟩
  rintro S ⟨hS, hfix⟩
  have hSa := (fixed_iff_activity hS).1 hfix
  -- two different ratios would need two different activities
  rcases lt_trichotomy S R with h | h | h
  · have := (activity_lt_iff d hS hpos).2 h
    linarith
  · exact h
  · have := (activity_lt_iff d hpos hS).2 h
    linarith

/-- At a positive fixed point, the occupied-to-empty weight ratio of a site with `d + 1`
branches is `R / (1 + R)`. -/
theorem site_ratio {d : ℕ} {a R : ℝ} (hR : 0 < R) (hfix : cavityMap d a R = R) :
    a / (1 + R) ^ (d + 1) = R / (1 + R) := by
  have hne : (1 + R) ^ d ≠ 0 := by positivity
  rw [← (fixed_iff_activity hR).1 hfix, pow_succ, mul_comm R, mul_div_mul_left _ _ hne]

/-- The derivative of the cavity recursion at a positive fixed point `R` is
`-d R / (1 + R)`. -/
theorem hasDerivAt_fixed {d : ℕ} {a R : ℝ} (hR : 0 < R) (hfix : cavityMap d a R = R) :
    HasDerivAt (cavityMap d a) (-((d : ℝ) * (R / (1 + R)))) R := by
  have hne : 1 + R ≠ 0 := by positivity
  have h1 : HasDerivAt (fun x : ℝ => (1 + x) ^ d) ((d : ℝ) * (1 + R) ^ (d - 1) * 1) R :=
    ((hasDerivAt_id' R).const_add 1).fun_pow d
  have h2 : HasDerivAt (cavityMap d a) _ R :=
    (hasDerivAt_const R a).fun_div h1 (pow_ne_zero d hne)
  refine h2.congr_deriv ?_
  rw [← site_ratio hR hfix]
  cases d with
  | zero => simp
  | succ n =>
    simp only [Nat.add_sub_cancel]
    rw [← mul_div_assoc, ← neg_div, div_eq_div_iff (by positivity) (by positivity)]
    ring

/-- For `d ≥ 2` and positive activity, the cavity recursion has exactly one positive fixed
point, and its derivative there exceeds one in absolute value if and only if the activity
exceeds `d^d / (d-1)^(d+1)`. -/
theorem unique_fixed_and_instability {d : ℕ} (hd : 2 ≤ d) {a : ℝ} (ha : 0 < a) :
    ∃ R : ℝ, (0 < R ∧ cavityMap d a R = R) ∧
      (∀ S : ℝ, 0 < S → cavityMap d a S = S → S = R) ∧
      (1 < |deriv (cavityMap d a) R| ↔ criticalActivity d < a) := by
  obtain ⟨R, ⟨hR, hfix⟩, huniq⟩ := existsUnique_fixed d ha
  refine ⟨R, ⟨hR, hfix⟩, fun S hS h => huniq S ⟨hS, h⟩, ?_⟩
  have hd2 : (2 : ℝ) ≤ d := by exact_mod_cast hd
  have hd1 : (0 : ℝ) < (d : ℝ) - 1 := by linarith
  -- the threshold is the activity belonging to the ratio 1 / (d - 1)
  have hcrit : criticalActivity d
      = 1 / ((d : ℝ) - 1) * (1 + 1 / ((d : ℝ) - 1)) ^ d := by
    have hs : 1 + 1 / ((d : ℝ) - 1) = d / ((d : ℝ) - 1) := by
      rw [eq_div_iff hd1.ne', add_mul, div_mul_cancel₀ _ hd1.ne']
      ring
    unfold criticalActivity
    rw [hs, div_pow, pow_succ, div_mul_div_comm, one_mul, mul_comm (((d : ℝ) - 1) ^ d)]
  have hlt : criticalActivity d < a ↔ 1 / ((d : ℝ) - 1) < R := by
    rw [hcrit, ← (fixed_iff_activity hR).1 hfix]
    exact activity_lt_iff d (by positivity) hR
  rw [hlt, (hasDerivAt_fixed hR hfix).deriv, abs_neg, abs_of_nonneg (by positivity),
    ← mul_div_assoc, one_lt_div (by positivity), div_lt_iff₀ hd1]
  constructor <;> intro h <;> linarith

/-- For `d ≥ 2`, at the threshold activity the ratio `1 / (d-1)` is a fixed point, and the
derivative of the cavity recursion there is `-1`. -/
theorem marginal_at_critical {d : ℕ} (hd : 2 ≤ d) :
    cavityMap d (criticalActivity d) (1 / ((d : ℝ) - 1)) = 1 / ((d : ℝ) - 1) ∧
      HasDerivAt (cavityMap d (criticalActivity d)) (-1) (1 / ((d : ℝ) - 1)) := by
  have hd2 : (2 : ℝ) ≤ d := by exact_mod_cast hd
  have hd1 : (0 : ℝ) < (d : ℝ) - 1 := by linarith
  have hR : 0 < 1 / ((d : ℝ) - 1) := by positivity
  have hmul : ((d : ℝ) - 1) * (1 / ((d : ℝ) - 1)) = 1 := mul_one_div_cancel hd1.ne'
  have hs : 1 + 1 / ((d : ℝ) - 1) = d / ((d : ℝ) - 1) := by
    rw [eq_div_iff hd1.ne', add_mul, div_mul_cancel₀ _ hd1.ne']
    ring
  have hfix : cavityMap d (criticalActivity d) (1 / ((d : ℝ) - 1)) = 1 / ((d : ℝ) - 1) := by
    rw [fixed_iff_activity hR]
    unfold criticalActivity
    rw [hs, div_pow, pow_succ, div_mul_div_comm, one_mul, mul_comm (((d : ℝ) - 1) ^ d)]
  refine ⟨hfix, (hasDerivAt_fixed hR hfix).congr_deriv ?_⟩
  have hnum : (d : ℝ) * (1 / ((d : ℝ) - 1)) = 1 + 1 / ((d : ℝ) - 1) := by linarith
  rw [← mul_div_assoc, hnum, div_self (by positivity)]

/-- At a positive fixed point, the derivative of the cavity recursion exceeds one in absolute
value exactly when the site density exceeds `1 / (d + 1)`. -/
theorem instability_iff_density {d : ℕ} {a R : ℝ} (hR : 0 < R)
    (hfix : cavityMap d a R = R) :
    1 < |deriv (cavityMap d a) R| ↔ 1 / ((d : ℝ) + 1) < siteDensity d a R := by
  unfold siteDensity
  rw [(hasDerivAt_fixed hR hfix).deriv, abs_neg, abs_of_nonneg (by positivity),
    site_ratio hR hfix, div_lt_div_iff₀ (by positivity) (by positivity)]
  constructor <;> intro h <;> linarith

/-- On the linear chain, `d = 1`, the derivative of the cavity recursion at a positive fixed
point is below one in absolute value. -/
theorem chain_stable {a R : ℝ} (hR : 0 < R) (hfix : cavityMap 1 a R = R) :
    |deriv (cavityMap 1 a) R| < 1 := by
  rw [(hasDerivAt_fixed hR hfix).deriv, abs_neg, abs_of_nonneg (by positivity),
    Nat.cast_one, one_mul, div_lt_one (by positivity)]
  linarith

end

end BetheHardCoreGas
```

```lean
#print axioms BetheHardCoreGas.fixed_iff_activity
#print axioms BetheHardCoreGas.unique_fixed_and_instability
#print axioms BetheHardCoreGas.instability_iff_density
#print axioms BetheHardCoreGas.chain_stable
```

```
'BetheHardCoreGas.fixed_iff_activity' depends on axioms: [propext, Classical.choice, Quot.sound]
'BetheHardCoreGas.unique_fixed_and_instability' depends on axioms: [propext, Classical.choice, Quot.sound]
'BetheHardCoreGas.instability_iff_density' depends on axioms: [propext, Classical.choice, Quot.sound]
'BetheHardCoreGas.chain_stable' depends on axioms: [propext, Classical.choice, Quot.sound]
```

## From the fixed-point equation to a unique ratio

`fixed_iff_activity` turns $F(R)=R$ into $R(1+R)^d=a$. It multiplies through by $(1+R)^d$, which is nonzero because $R>0$.

`activity_lt_iff` is the strict monotonicity of $g$, stated as an equivalence. The inner claim `mono` is the two-step inequality of the derivation, written as a `calc` chain. The converse compares $R$ and $S$ by trichotomy: if $R$ were equal to $S$ or larger, the assumed inequality between the activities would fail.

`existsUnique_fixed` combines the two, for every natural number `d`. The statement `hmem` places $a$ between $g(0)$ and $g(a)$, and `intermediate_value_Icc` supplies a ratio in $[0,a]$. The value zero is excluded because it would give $a=0$. For uniqueness, two different ratios would have two different activities, while both activities equal $a$.

## The derivative at the fixed point

`site_ratio` proves $a/(1+R)^{d+1}=R/(1+R)$ by replacing $a$ with $R(1+R)^d$ and cancelling the common factor. It serves both the slope and the density.

`hasDerivAt_fixed` differentiates $(1+R)^d$ by the power rule and then $F$ by the quotient rule. The result has to be matched with $-dR/(1+R)$. The proof first rewrites $R/(1+R)$ back to $a/(1+R)^{d+1}$, so that both sides contain $a$. The power rule produces the exponent $d-1$ in the natural numbers, so the cases $d=0$ and $d=n+1$ are separated. In the second case, cross-multiplication leaves a polynomial identity, which `ring` closes.

## The threshold and its companions

In `unique_fixed_and_instability`, the step `hcrit` is the identity $a_c=g(1/(d-1))$. The step `hlt` then uses monotonicity to replace $a_c<a$ by $1/(d-1)<R$. After the derivative is inserted, its absolute value evaluated and the denominators cleared, both sides of the equivalence are linear inequalities in $R$ and the product $dR$, and `linarith` passes from each to the other. This is the step from $dR>1+R$ to $(d-1)R>1$ and back.

`marginal_at_critical` checks the fixed-point equation at $R=1/(d-1)$ by the same identity. It then evaluates the slope from $d/(d-1)=1+1/(d-1)$, which makes the numerator and denominator of $dR/(1+R)$ equal.

`instability_iff_density` substitutes `site_ratio` into the density and clears the outer denominators. With $q=R/(1+R)$, the density condition becomes $1+q<(d+1)q$, which is the slope condition $1<dq$. It needs no lower bound on `d`, since it never divides by $d-1$.

`chain_stable` sets $d=1$ in the slope formula, where the claim becomes $R<1+R$.
